# The Dunkl operator and multiplication by X satisfy the parabose relations on polynomials in characteristic zero

## Why are the levels still evenly spaced when the commutator depends on parity?

Let $X$ act on polynomials as multiplication by the variable, let $D$ be the derivative, and let $(Pp)(X)=p(-X)$ be parity. For a constant $\nu$, the Dunkl operator is

$$
Tp = Dp+\nu\,\frac{p(X)-p(-X)}{2X}.
$$

I write $[A,B]=AB-BA$ and $\{A,B\}=AB+BA$, and measure energy in units of $\hbar\omega$.

At $\nu=0$ this is the familiar oscillator in which $X$ creates a quantum and $T=D$ removes one. For general $\nu$ I am told that $[T,X]=1+\nu P$, which takes different values on even and odd states. Yet $H=\tfrac12\{T,X\}$ is supposed to keep its unit spacing. I would have expected the gaps to alternate. Where does the alternation go, and does every real $\nu$ give states of positive norm?

## The alternation cancels in the sum of neighbouring weights

The gaps don't alternate. The parity dependence sits in the individual ladder weights and in their differences, but drops out of the sum of two neighbours, which is what $H$ measures. Positive norms, by contrast, require $\nu>-1$.

### Ladder weights and commutators

Start with a monomial. Since $PX^n=(-1)^nX^n$, the difference $X^n-PX^n$ is zero for even $n$ and $2X^n$ for odd $n$. Adding the derivative gives

$$
TX^n=w_nX^{n-1},\qquad w_n=n+\nu\,[n\text{ odd}],
$$

where the bracket is 1 if $n$ is odd and 0 otherwise. For $n=0$ the weight is zero, so $T1=0$ and the constant polynomial is the vacuum. The two products of ladder operators are therefore diagonal:

$$
XT\,X^n=w_nX^n,\qquad TX\,X^n=w_{n+1}X^n.
$$

Now compare neighbours. If $n$ is even, only $w_{n+1}$ contains $\nu$, so $w_{n+1}-w_n=1+\nu$. If $n$ is odd, only $w_n$ contains it, and the difference is $1-\nu$. Both cases read $1+\nu(-1)^n$, hence

$$
[T,X]=1+\nu P.
$$

In the sum, exactly one of $n$ and $n+1$ is odd, so $\nu$ enters once whatever the parity: $w_{n+1}+w_n=2n+1+\nu$. Because $XD\,X^n=nX^n$,

$$
\{T,X\}=2XD+1+\nu.
$$

Thus $HX^n=\left(n+\tfrac{1+\nu}{2}\right)X^n$. The constant $\nu$ shifts the whole ladder and leaves its spacing alone.

### The same cancellation without monomials

Both ladder operators change the degree by one, so they reverse parity: $TP=-PT$ and $PX=-XP$. For $n\ge1$, for instance, $TPX^n=(-1)^nw_nX^{n-1}$ while $PTX^n=(-1)^{n-1}w_nX^{n-1}$; for $n=0$ both vanish. Expanding the anticommutator and cancelling $XTX$ gives

$$
\begin{aligned}
[\{T,X\},X]&=TX^2-X^2T\\
&=[T,X]X+X[T,X]\\
&=2X+\nu(PX+XP)=2X.
\end{aligned}
$$

Likewise, cancelling $TXT$,

$$
\begin{aligned}
[\{T,X\},T]&=XT^2-T^2X\\
&=-\bigl([T,X]T+T[T,X]\bigr)\\
&=-2T-\nu(PT+TP)=-2T.
\end{aligned}
$$

These are the trilinear parabose relations. Divided by two, they say $[H,X]=X$ and $[H,T]=-T$: the ladder operators move the energy by one unit even though their commutator is not a number.

### Which values of ν give positive norms

Lowering $X^n$ a total of $n$ times gives

$$
T^nX^n=(w_1w_2\cdots w_n)\,1.
$$

Suppose there is an inner product with $\langle1,1\rangle=1$ in which $X$ is the adjoint of $T$. Then $\|X^n\|^2=\langle1,T^nX^n\rangle=w_1\cdots w_n$. Positivity at $n=1$ requires $1+\nu>0$. Conversely, if $\nu>-1$, every even-numbered weight $w_k=k$ with $k\ge2$ is positive, and every odd-numbered one satisfies $w_k=k+\nu\ge1+\nu>0$. The normalised states and their matrix elements are

$$
|n\rangle=\frac{X^n}{\sqrt{w_1\cdots w_n}},\qquad
T|n\rangle=\sqrt{w_n}\,|n-1\rangle,\qquad
X|n\rangle=\sqrt{w_{n+1}}\,|n+1\rangle,
$$

with $T|0\rangle=0$.

The boundary $\nu=-1$ shows what goes wrong. There $w_1=0$, so $TX=0$ when the operator $T$ acts on the polynomial $X$: the first excited state is annihilated as well and would have zero norm. The operator identities themselves still hold.

### Numbers for ν = 2

The weights $w_1,\dots,w_5$ are $3,2,5,4,7$, so $\|X^3\|^2=3\cdot2\cdot5=30$. To calculate with the quadrature $q=(T+X)/\sqrt2$, one fills a symmetric tridiagonal matrix with zero diagonal and off-diagonal entries $\sqrt{w_{n+1}/2}$, which begin $\sqrt{3/2},\,1,\,\sqrt{5/2},\,\sqrt2$. The vacuum has $\langle q^2\rangle=w_1/2=3/2$, and the energies are $3/2,5/2,7/2,\dots$

For a single particle in an isotropic three-dimensional harmonic well, with no other interaction, the even levels of this one-mode model at $\nu=2$, namely $3/2,7/2,11/2,\dots$, are the energies of the s states.

### What the Lean statements say

The coefficients lie in a field `K` of characteristic zero, such as the rational, real or complex numbers. An element of `Module.End K K[X]` is a linear operator on polynomials, and `*` between operators means composition, with the right factor acting first.

- `position K` is multiplication by $X$. Despite its name, it plays the part of the creation operator here, not of the coordinate quadrature $q$.
- `diff K` is $D$, and `parity K` substitutes $-X$ for $X$.
- `divByX K` divides by $X$ after discarding the constant term. In $T$ nothing is lost, because $p(X)-p(-X)$ contains only odd powers.
- `dunkl ν` is $T$, defined by the differential-difference formula. Its action on monomials is a theorem, `dunkl_X_pow`.
- `weight ν n` is $w_n$. The parameter $\nu$ is the strength of the reflection term: it sets the commutator to $1+\nu$ on even states and $1-\nu$ on odd ones.

In `dunkl_X_pow` the exponent `n - 1` is a natural-number subtraction, so at $n=0$ the right-hand side is zero times the polynomial 1.

The theorems `dunkl_commutator`, `parity_anticommutes`, `dunkl_anticommutator` and `parabose_relations` are equalities of operators on all polynomials, for every $\nu$ in `K`. The product formula is `lower_to_vacuum`; its index runs from 0 to $n-1$, which is why `weight ν (k + 1)` appears. Finally, `weights_positive_iff` works over an ordered field, such as the reals, and says that all these products are positive exactly when $\nu>-1$. At $n=0$ the product is empty and equals 1.

The step left to physics is the inner product: the code contains neither a Hilbert space nor the statement that $X$ is the adjoint of $T$, so reading the products as squared norms rests on that assumption.

```lean
import Mathlib

open Polynomial

namespace DunklOscillator

noncomputable section

variable (K : Type*) [Field K]

/-- The raising operator: multiplication of a polynomial by `X`. -/
def position : Module.End K K[X] := LinearMap.mulLeft K X

/-- The ordinary derivative `D` on polynomials. -/
def diff : Module.End K K[X] := Polynomial.derivative

/-- Parity, the reflection `p(X) ↦ p(-X)`. -/
def parity : Module.End K K[X] := (Polynomial.aeval (-X : K[X])).toLinearMap

/-- The quotient of a polynomial by `X`, with the constant term discarded. -/
def divByX : Module.End K K[X] where
  toFun p := p.divX
  map_add' p q := by ext k; simp [coeff_divX]
  map_smul' c p := by ext k; simp [coeff_divX]

variable {K}

/-- The Dunkl operator `T p = p' + ν (p(X) - p(-X)) / (2X)`, over a field in which `2 ≠ 0`. -/
def dunkl (ν : K) : Module.End K K[X] :=
  diff K + (ν / 2) • (divByX K * (1 - parity K))

/-- The ladder weight `n + ν [n odd]`. -/
def weight (ν : K) (n : ℕ) : K := n + if Odd n then ν else 0

/-- Two linear operators on polynomials that agree on every monomial `X ^ n` are equal. -/
theorem ext_X_pow {A B : Module.End K K[X]}
    (h : ∀ n : ℕ, A (X ^ n) = B (X ^ n)) : A = B :=
  Polynomial.lhom_ext' fun n => LinearMap.ext_ring (by
    simpa [monomial_one_right_eq_X_pow] using h n)

/-- The monomial `X ^ n` has parity `(-1) ^ n`. -/
theorem parity_X_pow (n : ℕ) :
    parity K (X ^ n) = (-1 : K) ^ n • (X ^ n : K[X]) := by
  change aeval (-X : K[X]) (X ^ n : K[X]) = _
  rw [map_pow, aeval_X, neg_pow, smul_eq_C_mul, C_pow, C_neg, C_1]

variable [CharZero K]

/-- The Dunkl operator lowers monomials: `T X ^ n = (n + ν [n odd]) X ^ (n - 1)`,
which is zero for `n = 0`. -/
theorem dunkl_X_pow (ν : K) (n : ℕ) :
    dunkl ν (X ^ n) = weight ν n • (X ^ (n - 1) : K[X]) := by
  have hT : dunkl ν (X ^ n) = diff K (X ^ n)
      + (ν / 2) • divByX K (X ^ n - parity K (X ^ n)) := rfl
  have hD : diff K (X ^ n) = (n : K) • (X ^ (n - 1) : K[X]) := by
    rw [smul_eq_C_mul]
    exact derivative_X_pow n
  rw [hT, hD, parity_X_pow]
  cases n with
  | zero => simp [weight, Nat.odd_iff]
  | succ n =>
    have hQ : divByX K (X ^ (n + 1)) = X ^ n := by
      ext k
      change (divX (X ^ (n + 1) : K[X])).coeff k = _
      simp [coeff_divX, coeff_X_pow]
    rw [map_sub, map_smul, hQ, Nat.add_sub_cancel]
    -- the difference term survives only for odd monomials
    rcases Nat.even_or_odd (n + 1) with h | h
    · rw [weight, if_neg (Nat.not_odd_iff_even.2 h), h.neg_one_pow]
      module
    · rw [weight, if_pos h, h.neg_one_pow]
      module

/-- Both products of the ladder operators are diagonal on monomials: `X T` has the weight of
`n` and `T X` the weight of `n + 1`. -/
theorem ladder_products (ν : K) (n : ℕ) :
    position K (dunkl ν (X ^ n)) = weight ν n • (X ^ n : K[X]) ∧
    dunkl ν (position K (X ^ n)) = weight ν (n + 1) • (X ^ n : K[X]) := by
  have hX : ∀ m : ℕ, position K (X ^ m) = X ^ (m + 1) := fun m => (pow_succ' X m).symm
  constructor
  · rw [dunkl_X_pow, map_smul, hX]
    cases n with
    | zero => simp [weight, Nat.odd_iff]
    | succ n => rw [Nat.add_sub_cancel]
  · rw [hX, dunkl_X_pow, Nat.add_sub_cancel]

/-- Parity anticommutes with both ladder operators: `T P = -P T` and `P X = -X P`. -/
theorem parity_anticommutes (ν : K) :
    dunkl ν * parity K = -(parity K * dunkl ν) ∧
    parity K * position K = -(position K * parity K) := by
  constructor
  · refine ext_X_pow fun n => ?_
    change dunkl ν (parity K (X ^ n)) = -(parity K (dunkl ν (X ^ n)))
    rw [parity_X_pow, map_smul, dunkl_X_pow, map_smul, parity_X_pow]
    cases n with
    | zero => simp [weight, Nat.odd_iff]
    | succ n =>
      rw [Nat.add_sub_cancel, pow_succ (-1 : K) n]
      module
  · refine ext_X_pow fun n => ?_
    have hX : position K (X ^ n) = X ^ (n + 1) := (pow_succ' X n).symm
    change parity K (position K (X ^ n)) = -(position K (parity K (X ^ n)))
    rw [parity_X_pow, map_smul, hX, parity_X_pow, pow_succ (-1 : K) n]
    module

/-- The deformed canonical commutation relation `T X - X T = 1 + ν P`. -/
theorem dunkl_commutator (ν : K) :
    dunkl ν * position K - position K * dunkl ν = 1 + ν • parity K := by
  refine ext_X_pow fun n => ?_
  change dunkl ν (position K (X ^ n)) - position K (dunkl ν (X ^ n))
    = X ^ n + ν • parity K (X ^ n)
  rw [(ladder_products ν n).1, (ladder_products ν n).2, parity_X_pow]
  unfold weight
  rcases Nat.even_or_odd n with h | h
  · rw [if_pos h.add_one, if_neg (Nat.not_odd_iff_even.2 h), h.neg_one_pow]
    push_cast
    module
  · rw [if_neg (Nat.not_odd_iff_even.2 h.add_one), if_pos h, h.neg_one_pow]
    push_cast
    module

/-- The anticommutator of the ladder operators is `T X + X T = 2 X D + 1 + ν`. -/
theorem dunkl_anticommutator (ν : K) :
    dunkl ν * position K + position K * dunkl ν
      = (2 : K) • (position K * diff K) + (1 + ν) • (1 : Module.End K K[X]) := by
  refine ext_X_pow fun n => ?_
  have hN : position K (diff K (X ^ n)) = (n : K) • (X ^ n : K[X]) := by
    change X * derivative (X ^ n : K[X]) = _
    rw [derivative_X_pow, smul_eq_C_mul]
    cases n with
    | zero => simp
    | succ n =>
      rw [Nat.add_sub_cancel, pow_succ]
      ring
  change dunkl ν (position K (X ^ n)) + position K (dunkl ν (X ^ n))
    = (2 : K) • position K (diff K (X ^ n)) + (1 + ν) • (X ^ n : K[X])
  rw [(ladder_products ν n).1, (ladder_products ν n).2, hN]
  unfold weight
  rcases Nat.even_or_odd n with h | h
  · rw [if_pos h.add_one, if_neg (Nat.not_odd_iff_even.2 h)]
    push_cast
    module
  · rw [if_neg (Nat.not_odd_iff_even.2 h.add_one), if_pos h]
    push_cast
    module

/-- The trilinear parabose relations `[{T, X}, X] = 2 X` and `[{T, X}, T] = -2 T`. -/
theorem parabose_relations (ν : K) :
    (dunkl ν * position K + position K * dunkl ν) * position K
      - position K * (dunkl ν * position K + position K * dunkl ν)
        = (2 : K) • position K ∧
    (dunkl ν * position K + position K * dunkl ν) * dunkl ν
      - dunkl ν * (dunkl ν * position K + position K * dunkl ν)
        = -((2 : K) • dunkl ν) := by
  have hc := dunkl_commutator ν
  obtain ⟨hT, hX⟩ := parity_anticommutes ν
  constructor
  · -- the parity terms cancel because `P` anticommutes with `X`
    calc _ = (dunkl ν * position K - position K * dunkl ν) * position K
          + position K * (dunkl ν * position K - position K * dunkl ν) := by
            simp only [add_mul, mul_add, sub_mul, mul_sub, mul_assoc]
            abel
      _ = _ := by
        rw [hc]
        simp only [add_mul, mul_add, one_mul, mul_one, smul_mul_assoc, mul_smul_comm, hX]
        module
  · calc _ = -((dunkl ν * position K - position K * dunkl ν) * dunkl ν
          + dunkl ν * (dunkl ν * position K - position K * dunkl ν)) := by
            simp only [add_mul, mul_add, sub_mul, mul_sub, mul_assoc]
            abel
      _ = _ := by
        rw [hc]
        simp only [add_mul, mul_add, one_mul, mul_one, smul_mul_assoc, mul_smul_comm, hT]
        module

/-- Lowering `X ^ n` exactly `n` times gives the constant polynomial `1` times the product of the
ladder weights numbered `1` to `n`. -/
theorem lower_to_vacuum (ν : K) (n : ℕ) :
    (dunkl ν ^ n) (X ^ n) = (∏ k ∈ Finset.range n, weight ν (k + 1)) • (1 : K[X]) := by
  induction n with
  | zero => simp
  | succ n ih =>
    rw [pow_succ (dunkl ν) n, Module.End.mul_apply, dunkl_X_pow, Nat.add_sub_cancel,
      map_smul, ih, smul_smul, Finset.prod_range_succ, mul_comm]

/-- Over an ordered field, the products of the ladder weights numbered `1` to `n` are positive for
all `n` exactly when `ν > -1`. -/
theorem weights_positive_iff {F : Type*} [Field F] [LinearOrder F] [IsStrictOrderedRing F]
    (ν : F) : (∀ n : ℕ, 0 < ∏ k ∈ Finset.range n, weight ν (k + 1)) ↔ -1 < ν := by
  constructor
  · intro h
    have h1 := h 1
    rw [Finset.prod_range_one] at h1
    simp [weight] at h1
    linarith
  · intro h n
    refine Finset.prod_pos fun k _ => ?_
    have hk : (0 : F) ≤ k := Nat.cast_nonneg k
    unfold weight
    split_ifs <;> push_cast <;> linarith

end

end DunklOscillator
```

```lean
#print axioms DunklOscillator.dunkl_anticommutator
#print axioms DunklOscillator.parabose_relations
#print axioms DunklOscillator.lower_to_vacuum
#print axioms DunklOscillator.weights_positive_iff
```

```
'DunklOscillator.dunkl_anticommutator' depends on axioms: [propext, Classical.choice, Quot.sound]
'DunklOscillator.parabose_relations' depends on axioms: [propext, Classical.choice, Quot.sound]
'DunklOscillator.lower_to_vacuum' depends on axioms: [propext, Classical.choice, Quot.sound]
'DunklOscillator.weights_positive_iff' depends on axioms: [propext, Classical.choice, Quot.sound]
```

### From monomials to operator identities in the proof

The lemma `ext_X_pow` reduces an equality of linear operators to an equality on each $X^n$, since monomials span the polynomials. With `parity_X_pow` supplying the sign $(-1)^n$, `dunkl_X_pow` computes the derivative and the reflection term separately. It treats $n=0$ first, then splits the positive exponents into even and odd. The tactic `module` collects the scalar coefficients in each case.

Next, `ladder_products` records the two diagonal actions, with weights $w_n$ and $w_{n+1}$. The commutator and anticommutator proofs both insert these and split on the parity of $n$, exactly as in the comparison of neighbours above. The anticommutator also needs $XD\,X^n=nX^n$, which is the local fact `hN`. The parity relations are likewise checked on monomials, with $n=0$ handled separately for $T$.

The proof of `parabose_relations` no longer mentions monomials. In each half, the first `calc` step rewrites the nested commutator in terms of $[T,X]$: distributivity expands the products and `abel` cancels the common term. The second step substitutes $1+\nu P$ and uses the appropriate parity relation, after which `module` removes the two opposite $\nu$ terms.

For `lower_to_vacuum` the argument is induction on $n$. One factor of $T$ acts first on $X^{n+1}$ and produces $w_{n+1}X^n$; the induction hypothesis supplies the remaining product. In `weights_positive_iff`, the forward direction specialises to $n=1$ and reads off $1+\nu>0$. The converse uses `Finset.prod_pos`, which asks for each factor to be positive, and `split_ifs` separates the odd-numbered weights from the even-numbered ones.
